# Solving XB + BᵀX = Y for ultrasoft constraint multipliers when B is nearly symmetric

In Car–Parrinello dynamics with ultrasoft pseudopotentials, the orbitals must be orthonormal with respect to an overlap operator O that moves with the ions. A time step first gives uncorrected orbitals φ̃ᵢ. They are then corrected with the vectors χₖ = O(old) φₖ(old):

φᵢ = φ̃ᵢ + Σₖ Xᵢₖ χₖ

For real orbitals and a symmetric multiplier matrix X, orthonormality in the new overlap O′ reads

XB + BᵀX + XCX = 1 − G,

where Bₖⱼ = ⟨χₖ|O′|φ̃ⱼ⟩, Cₖₗ = ⟨χₖ|O′|χₗ⟩ and Gᵢⱼ = ⟨φ̃ᵢ|O′|φ̃ⱼ⟩. If the quadratic term is frozen at its last value and moved to the right, each pass requires a solution of XB + BᵀX = Y with Y known. The results below concern this linear equation for finitely many real orbitals. Whether the outer loop that refreshes XCX converges is a separate question.

Write B = S + A with S symmetric and A antisymmetric. Here S is a part of the matrix B, not the overlap operator, which often carries that letter. All eigenvalues of S are assumed to be at least b > 0. For a short time step O′φ̃ⱼ is close to O(old) φⱼ(old) = χⱼ, so B is close to the Gram matrix ⟨χₖ|χⱼ⟩, which is symmetric. The constant b expresses that the χₖ stay well separated from linear dependence, and A is small when the ions and orbitals have moved little.

## The equation and its update in Lean

The finite index type `n` labels the orbitals.

```lean
import Mathlib

open Matrix Filter Topology

namespace UltrasoftConstraintIteration

variable {n : Type*} [Fintype n] [DecidableEq n]
```

The eigenvalue condition refers to nonzero real eigenvectors.

```lean
/-- Every real eigenvalue of the real matrix `S` is at least `b`. -/
def EigenvaluesGE (S : Matrix n n ℝ) (b : ℝ) : Prop :=
  ∀ (μ : ℝ) (v : n → ℝ), v ≠ 0 → S *ᵥ v = μ • v → b ≤ μ
```

The left-hand side of the equation is a linear map on matrices, named after the Lyapunov equation.

```lean
/-- The linear map `X ↦ X B + Bᵀ X` acting on the matrix of multipliers. -/
def lyapunov (B : Matrix n n ℝ) : Matrix n n ℝ →ₗ[ℝ] Matrix n n ℝ where
  toFun X := X * B + Bᵀ * X
  map_add' X Z := by
    rw [Matrix.add_mul, Matrix.mul_add]
    abel
  map_smul' c X := by
    simp [smul_add]
```

The operator L, `symSolve S`, inverts this map for the symmetric part alone. `Function.invFun` returns an arbitrary matrix where no solution exists; part (e) rules that case out.

```lean
/-- A chosen solution `X` of `X S + Sᵀ X = Y`, which reads `X S + S X = Y` for symmetric `S`; an
arbitrary matrix if there is no solution. -/
noncomputable def symSolve (S Y : Matrix n n ℝ) : Matrix n n ℝ :=
  Function.invFun (lyapunov S) Y
```

One `step` is one update of the multipliers, not a time step. It moves the terms with A to the right and solves the symmetric equation. In an orthonormal eigenbasis of S with eigenvalues μᵢ > 0, that solution is found by dividing the entry Yᵢⱼ of the right-hand side by μᵢ + μⱼ, so one diagonalisation of S serves all updates. The norm ‖·‖ is the Frobenius norm throughout.

```lean
/-- One update of the multipliers, `X ↦ L(Y - X A + A X)`, with `L` the solution operator
of the symmetric part `S`. -/
noncomputable def step (S A Y X : Matrix n n ℝ) : Matrix n n ℝ :=
  symSolve S (Y - X * A + A * X)

attribute [local instance] Matrix.frobeniusNormedAddCommGroup
```

## (a) The norm in terms of entries

Show that

‖X‖² = Σᵢⱼ Xᵢⱼ².

The Frobenius norm is the square root of the sum of |Xᵢⱼ|². Squaring removes the root, since the sum is nonnegative, and |Xᵢⱼ|² = Xᵢⱼ² for real entries.

```lean
omit [DecidableEq n] in
/-- The squared Frobenius norm is the sum of the squared entries. -/
theorem frobenius_sq (X : Matrix n n ℝ) : ‖X‖ ^ 2 = ∑ i, ∑ j, X i j ^ 2 := by
  have h : 0 ≤ ∑ i, ∑ j, X i j ^ 2 :=
    Finset.sum_nonneg fun i _ => Finset.sum_nonneg fun j _ => sq_nonneg _
  have e : ∑ i, ∑ j, ‖X i j‖ ^ (2 : ℝ) = ∑ i, ∑ j, X i j ^ 2 := by
    simp [sq_abs]
  rw [Matrix.frobenius_norm_def, ← Real.sqrt_eq_rpow, e, Real.sq_sqrt h]
```

## (b) A lower bound on the quadratic form

Show that every real vector v satisfies

b v·v ≤ v·(S + A)v.

Expand v = Σᵢ cᵢuᵢ in orthonormal eigenvectors of S with eigenvalues μᵢ. Then

v·Sv = Σᵢ μᵢcᵢ² ≥ b Σᵢ cᵢ² = b v·v.

For the other part, v·Av = v·Aᵀv = −v·Av, so v·Av = 0.

The Lean proof applies the spectral theorem to S − b·1, whose eigenvalues are nonnegative, and obtains the first inequality from `PosSemidef`. The term `ha` is the vanishing antisymmetric part.

```lean
/-- If `S` is symmetric with eigenvalues at least `b` and `A` is antisymmetric, the quadratic
form of `S + A` is bounded below by `b` times the squared length. -/
theorem rayleigh_bound {S A : Matrix n n ℝ} {b : ℝ} (hS : Sᵀ = S)
    (hev : EigenvaluesGE S b) (hA : Aᵀ = -A) (v : n → ℝ) :
    b * (v ⬝ᵥ v) ≤ v ⬝ᵥ ((S + A) *ᵥ v) := by
  have hM : (S - b • (1 : Matrix n n ℝ)).IsHermitian := by
    rw [Matrix.IsHermitian, Matrix.conjTranspose_eq_transpose_of_trivial,
      Matrix.transpose_sub, Matrix.transpose_smul, Matrix.transpose_one, hS]
  -- the shifted matrix has no negative eigenvalue
  have hpos : (S - b • (1 : Matrix n n ℝ)).PosSemidef := by
    rw [hM.posSemidef_iff_eigenvalues_nonneg]
    intro i
    have h1 := hM.mulVec_eigenvectorBasis i
    have hne : (hM.eigenvectorBasis i).ofLp ≠ 0 := by
      intro h0
      exact hM.eigenvectorBasis.orthonormal.ne_zero i (by ext k; exact congrFun h0 k)
    rw [Matrix.sub_mulVec, Matrix.smul_mulVec, Matrix.one_mulVec] at h1
    have h2 := hev (hM.eigenvalues i + b) _ hne
      (by rw [add_smul, ← h1]; exact (sub_add_cancel _ _).symm)
    have h3 : 0 ≤ hM.eigenvalues i := by linarith
    exact h3
  have h := hpos.dotProduct_mulVec_nonneg v
  rw [star_trivial, Matrix.sub_mulVec, Matrix.smul_mulVec, Matrix.one_mulVec,
    dotProduct_sub, dotProduct_smul, smul_eq_mul] at h
  -- the antisymmetric part does not contribute
  have ha : v ⬝ᵥ (A *ᵥ v) = 0 := by
    have h1 : v ⬝ᵥ (A *ᵥ v) = v ⬝ᵥ (Aᵀ *ᵥ v) := by
      rw [Matrix.mulVec_transpose, dotProduct_comm v (v ᵥ* A), Matrix.dotProduct_mulVec]
    rw [hA, Matrix.neg_mulVec, dotProduct_neg] at h1
    linarith
  rw [Matrix.add_mulVec, dotProduct_add, ha]
  linarith
```

## (c) The size of a solution

Let B be any real matrix with b v·v ≤ v·Bv for all v, where b > 0. Show that

‖X‖ ≤ ‖XB + BᵀX‖ / (2b).

Put M = XB + BᵀX. For row i of X, written as a vector r,

Σⱼ Xᵢⱼ(XB)ᵢⱼ = r·Bᵀr = r·Br ≥ b r·r.

For column j, written as c,

Σᵢ Xᵢⱼ(BᵀX)ᵢⱼ = c·Bᵀc = c·Bc ≥ b c·c.

Summing over all rows and all columns gives

2b‖X‖² ≤ Σᵢⱼ XᵢⱼMᵢⱼ.

Expanding 0 ≤ Σᵢⱼ (2bXᵢⱼ − Mᵢⱼ)² gives

4b Σᵢⱼ XᵢⱼMᵢⱼ ≤ 4b²‖X‖² + ‖M‖².

Multiply the first inequality by 4b and insert the second: 8b²‖X‖² ≤ 4b²‖X‖² + ‖M‖², hence (2b‖X‖)² ≤ ‖M‖². Taking roots finishes the argument. In Lean these stages are `hrow`, `hcol`, `hsum`, `hyoung` and `hsq`.

```lean
/-- If the quadratic form of `B` is at least `b > 0` times the squared length, then
`‖X‖ ≤ ‖X B + Bᵀ X‖ / (2 b)` in the Frobenius norm. -/
theorem lyapunov_bound {B : Matrix n n ℝ} {b : ℝ} (hb : 0 < b)
    (hB : ∀ v : n → ℝ, b * (v ⬝ᵥ v) ≤ v ⬝ᵥ (B *ᵥ v)) (X : Matrix n n ℝ) :
    ‖X‖ ≤ ‖lyapunov B X‖ / (2 * b) := by
  -- the quadratic form on the rows and on the columns of `X`
  have hrow : ∀ i, b * ∑ j, X i j ^ 2 ≤ ∑ j, X i j * (X * B) i j := by
    intro i
    have h := hB (X i)
    rw [Matrix.dotProduct_mulVec, dotProduct_comm (_ ᵥ* B)] at h
    simp only [dotProduct, Matrix.vecMul, Matrix.mul_apply, pow_two] at h ⊢
    exact h
  have hcol : ∀ j, b * ∑ i, X i j ^ 2 ≤ ∑ i, X i j * (Bᵀ * X) i j := by
    intro j
    have h := hB (fun i => X i j)
    rw [Matrix.dotProduct_mulVec, dotProduct_comm (_ ᵥ* B), ← Matrix.mulVec_transpose] at h
    simp only [dotProduct, Matrix.mulVec, Matrix.mul_apply, pow_two] at h ⊢
    exact h
  have hsum : 2 * b * ‖X‖ ^ 2 ≤ ∑ i, ∑ j, X i j * (lyapunov B X) i j := by
    have h1 := Finset.sum_le_sum (fun i (_ : i ∈ Finset.univ) => hrow i)
    have h2 := Finset.sum_le_sum (fun j (_ : j ∈ Finset.univ) => hcol j)
    rw [← Finset.mul_sum] at h1 h2
    have e1 : ∑ j, ∑ i, X i j ^ 2 = ∑ i, ∑ j, X i j ^ 2 := Finset.sum_comm
    have e2 : ∑ j, ∑ i, X i j * (Bᵀ * X) i j = ∑ i, ∑ j, X i j * (Bᵀ * X) i j :=
      Finset.sum_comm
    have hL : lyapunov B X = X * B + Bᵀ * X := rfl
    rw [e1, e2] at h2
    rw [frobenius_sq, hL]
    simp only [Matrix.add_apply, mul_add, Finset.sum_add_distrib]
    linarith
  -- Young's inequality, entry by entry
  have hyoung : 4 * b * ∑ i, ∑ j, X i j * (lyapunov B X) i j
      ≤ 4 * b ^ 2 * ‖X‖ ^ 2 + ‖lyapunov B X‖ ^ 2 := by
    simp only [frobenius_sq, Finset.mul_sum, ← Finset.sum_add_distrib]
    refine Finset.sum_le_sum fun i _ => Finset.sum_le_sum fun j _ => ?_
    nlinarith [sq_nonneg (2 * b * X i j - (lyapunov B X) i j)]
  have h3 := mul_le_mul_of_nonneg_left hsum (by positivity : 0 ≤ 4 * b)
  have hsq : (‖X‖ * (2 * b)) ^ 2 ≤ ‖lyapunov B X‖ ^ 2 := by nlinarith
  rw [le_div_iff₀ (by positivity)]
  exact (sq_le_sq₀ (by positivity) (norm_nonneg _)).mp hsq
```

## (d) Existence and uniqueness

Under the same condition on B, show that for every Y exactly one X satisfies

XB + BᵀX = Y.

If XB + BᵀX = 0, part (c) gives ‖X‖ ≤ 0, so X = 0 and the linear map is injective. An injective linear map of a finite-dimensional space to itself is surjective. With (b), this settles solvability for B = S + A whatever the size of A.

```lean
/-- If the quadratic form of `B` is at least `b > 0` times the squared length, then
`X B + Bᵀ X = Y` has exactly one solution for every `Y`. -/
theorem lyapunov_bijective {B : Matrix n n ℝ} {b : ℝ} (hb : 0 < b)
    (hB : ∀ v : n → ℝ, b * (v ⬝ᵥ v) ≤ v ⬝ᵥ (B *ᵥ v)) :
    Function.Bijective (lyapunov B) := by
  have hinj : Function.Injective (lyapunov B) :=
    (injective_iff_map_eq_zero (lyapunov B)).mpr fun X hX => by
      have h := lyapunov_bound hb hB X
      rw [hX, norm_zero, zero_div] at h
      exact norm_le_zero_iff.mp h
  exact ⟨hinj, LinearMap.injective_iff_surjective.mp hinj⟩
```

## (e) The symmetric solver

Show that L(Y) is the only solution of XS + SX = Y, and that

‖L(Y)‖ ≤ ‖Y‖ / (2b).

Take A = 0 in (b). Part (d) then gives a unique solution, which is L(Y), and (c) applied to it gives the bound.

```lean
/-- For symmetric `S` with eigenvalues at least `b > 0`, `L(Y)` is the unique solution of
`X S + S X = Y`, and its Frobenius norm is at most `‖Y‖ / (2 b)`. -/
theorem symSolve_spec {S : Matrix n n ℝ} {b : ℝ} (hb : 0 < b) (hS : Sᵀ = S)
    (hev : EigenvaluesGE S b) (Y : Matrix n n ℝ) :
    (∀ X, X * S + S * X = Y ↔ X = symSolve S Y) ∧ ‖symSolve S Y‖ ≤ ‖Y‖ / (2 * b) := by
  have hB : ∀ v : n → ℝ, b * (v ⬝ᵥ v) ≤ v ⬝ᵥ (S *ᵥ v) := by
    intro v
    have h := rayleigh_bound (A := 0) hS hev (by simp) v
    rwa [add_zero] at h
  have hbij := lyapunov_bijective hb hB
  have hr : lyapunov S (symSolve S Y) = Y := Function.invFun_eq (hbij.2 Y)
  have hform : ∀ X, lyapunov S X = X * S + S * X := by
    intro X
    change X * S + Sᵀ * X = _
    rw [hS]
  refine ⟨fun X => ⟨fun h => hbij.1 (by rw [hr, hform, h]), fun h => ?_⟩, ?_⟩
  · rw [h, ← hform, hr]
  · have h := lyapunov_bound hb hB (symSolve S Y)
    rwa [hr] at h
```

## (f) The distance between two updates

Let X and Z be updated to P and Q. Show that

‖P − Q‖ ≤ (‖A‖/b) ‖X − Z‖.

The updates satisfy

PS + SP = Y − XA + AX,
QS + SQ = Y − ZA + AZ.

Subtract, with D = P − Q and E = X − Z:

DS + SD = AE − EA.

By (e), the triangle inequality and ‖AE‖ ≤ ‖A‖‖E‖,

‖D‖ ≤ (‖A‖‖E‖ + ‖E‖‖A‖) / (2b) = (‖A‖/b)‖E‖.

This holds for any real A; the update is a contraction when ‖A‖ < b. In Lean, `linear_combination` subtracts the two equations, and `noncomm_ring` checks the result while respecting the order of the factors.

```lean
/-- For symmetric `S` with eigenvalues at least `b > 0`, one update shrinks or stretches the
Frobenius distance of two matrices by a factor of at most `‖A‖ / b`. -/
theorem step_lipschitz {S : Matrix n n ℝ} {b : ℝ} (hb : 0 < b) (hS : Sᵀ = S)
    (hev : EigenvaluesGE S b) (A Y X Z : Matrix n n ℝ) :
    ‖step S A Y X - step S A Y Z‖ ≤ ‖A‖ / b * ‖X - Z‖ := by
  have hP := ((symSolve_spec hb hS hev (Y - X * A + A * X)).1 (step S A Y X)).mpr rfl
  have hQ := ((symSolve_spec hb hS hev (Y - Z * A + A * Z)).1 (step S A Y Z)).mpr rfl
  -- the difference solves the symmetric equation with a commutator on the right
  have hD := symSolve_spec hb hS hev (A * (X - Z) - (X - Z) * A)
  have e := (hD.1 (step S A Y X - step S A Y Z)).mp
    (by linear_combination (norm := noncomm_ring) hP - hQ)
  rw [e]
  have hc : ‖A * (X - Z) - (X - Z) * A‖ ≤ ‖A‖ * ‖X - Z‖ + ‖X - Z‖ * ‖A‖ :=
    (norm_sub_le _ _).trans
      (add_le_add (Matrix.frobenius_norm_mul _ _) (Matrix.frobenius_norm_mul _ _))
  calc _ ≤ ‖A * (X - Z) - (X - Z) * A‖ / (2 * b) := hD.2
    _ ≤ (‖A‖ * ‖X - Z‖ + ‖X - Z‖ * ‖A‖) / (2 * b) := by gcongr
    _ = ‖A‖ / b * ‖X - Z‖ := by ring
```

## (g) What a fixed point solves

For antisymmetric A, show that

L(Y − XA + AX) = X ⇔ X(S + A) + (S + A)ᵀX = Y.

By (e), the left side means XS + SX = Y − XA + AX. Rearranged, this is X(S + A) + (S − A)X = Y, and S − A = (S + A)ᵀ.

```lean
/-- For symmetric `S` with eigenvalues at least `b > 0` and antisymmetric `A`, the fixed points
of the update are exactly the solutions of `X B + Bᵀ X = Y` with `B = S + A`. -/
theorem step_fixed_iff {S A : Matrix n n ℝ} {b : ℝ} (hb : 0 < b) (hS : Sᵀ = S)
    (hev : EigenvaluesGE S b) (hA : Aᵀ = -A) (Y X : Matrix n n ℝ) :
    step S A Y X = X ↔ X * (S + A) + (S + A)ᵀ * X = Y := by
  have hs := (symSolve_spec hb hS hev (Y - X * A + A * X)).1 X
  rw [Matrix.transpose_add, hS, hA]
  constructor
  · intro h
    have h' := hs.mpr h.symm
    linear_combination (norm := noncomm_ring) h'
  · intro h
    exact (hs.mp (by linear_combination (norm := noncomm_ring) h)).symm
```

## (h) Convergence from any starting matrix

Now let ‖A‖ < b. Let X be the unique solution and Xₖ the result of k updates of an arbitrary X₀. Show that

‖Xₖ − X‖ ≤ (‖A‖/b)ᵏ ‖X₀ − X‖ → 0.

The solution exists by (d) and is a fixed point by (g). Applying (f) to Xₖ and X gives

‖Xₖ₊₁ − X‖ ≤ (‖A‖/b)‖Xₖ − X‖,

and induction on k gives the bound. Its right side tends to zero because 0 ≤ ‖A‖/b < 1. In Lean, `(step S A Y)^[k] X₀` is Xₖ, and `squeeze_zero` passes to the limit.

```lean
/-- Let `S` be symmetric with eigenvalues at least `b > 0` and `A` antisymmetric with Frobenius
norm below `b`. Then `X B + Bᵀ X = Y`, `B = S + A`, has a unique solution, and the iteration
converges to it from every start, the error after `k` steps being at most `(‖A‖ / b) ^ k`
times the initial one. -/
theorem iteration_converges {S A : Matrix n n ℝ} {b : ℝ} (hb : 0 < b) (hS : Sᵀ = S)
    (hev : EigenvaluesGE S b) (hA : Aᵀ = -A) (hAb : ‖A‖ < b) (Y : Matrix n n ℝ) :
    ∃ X, (∀ Z, Z * (S + A) + (S + A)ᵀ * Z = Y ↔ Z = X) ∧
      ∀ X₀, (∀ k : ℕ, ‖(step S A Y)^[k] X₀ - X‖ ≤ (‖A‖ / b) ^ k * ‖X₀ - X‖) ∧
        Tendsto (fun k : ℕ => ‖(step S A Y)^[k] X₀ - X‖) atTop (𝓝 0) := by
  have hbij := lyapunov_bijective hb (rayleigh_bound hS hev hA)
  obtain ⟨X, hX⟩ := hbij.2 Y
  have hfix : step S A Y X = X := (step_fixed_iff hb hS hev hA Y X).mpr hX
  have hq : 0 ≤ ‖A‖ / b := div_nonneg (norm_nonneg _) hb.le
  have hq1 : ‖A‖ / b < 1 := (div_lt_one hb).mpr hAb
  refine ⟨X, fun Z => ⟨fun h => hbij.1 (Eq.trans h hX.symm), fun h => ?_⟩, fun X₀ => ?_⟩
  · rw [h]
    exact hX
  -- each step gains one factor of `‖A‖ / b`
  have hk : ∀ k : ℕ, ‖(step S A Y)^[k] X₀ - X‖ ≤ (‖A‖ / b) ^ k * ‖X₀ - X‖ := by
    intro k
    induction k with
    | zero => simp
    | succ k ih =>
      have h := step_lipschitz hb hS hev A Y ((step S A Y)^[k] X₀) X
      rw [hfix] at h
      rw [Function.iterate_succ_apply']
      calc _ ≤ ‖A‖ / b * ‖(step S A Y)^[k] X₀ - X‖ := h
        _ ≤ ‖A‖ / b * ((‖A‖ / b) ^ k * ‖X₀ - X‖) := mul_le_mul_of_nonneg_left ih hq
        _ = (‖A‖ / b) ^ (k + 1) * ‖X₀ - X‖ := by ring
  refine ⟨hk, squeeze_zero (fun _ => norm_nonneg _) hk ?_⟩
  have ht := (tendsto_pow_atTop_nhds_zero_of_lt_one hq hq1).mul_const ‖X₀ - X‖
  rwa [zero_mul] at ht
```

For a numerical instance, write matrices by rows and take

S = [2, 0; 0, 2], A = [0, 1; −1, 0], Y = [0.4, 0.2; 0.2, −0.4].

Then b = 2, ‖A‖ = √2 and L(Y) = Y/4. The solution is X = [0.1, 0; 0, −0.1]. Starting from X₀ = 0,

X₁ = [0.1, 0.05; 0.05, −0.1],
X₂ = [0.125, 0; 0, −0.125].

The errors ‖Xₖ − X‖ for k = 0, 1, 2 are √2/10, √2/20 and √2/40. They halve at each update, within the guaranteed factor √2/2 ≈ 0.71.

## (i) Symmetry of the multipliers

The constraint equation was written for symmetric X. For symmetric Y, show that any solution with B = S + A satisfies

Xᵀ = X.

Transposing XB + BᵀX = Y gives BᵀXᵀ + XᵀB = Y. Thus Xᵀ solves the same equation as X, and by (d) they are equal. The smallness of A is again not needed.

```lean
/-- For symmetric `S` with eigenvalues at least `b > 0`, antisymmetric `A` and symmetric `Y`,
every solution of `X B + Bᵀ X = Y` with `B = S + A` is symmetric. -/
theorem solution_symmetric {S A Y X : Matrix n n ℝ} {b : ℝ} (hb : 0 < b) (hS : Sᵀ = S)
    (hev : EigenvaluesGE S b) (hA : Aᵀ = -A) (hY : Yᵀ = Y)
    (hX : X * (S + A) + (S + A)ᵀ * X = Y) : Xᵀ = X := by
  apply (lyapunov_bijective hb (rayleigh_bound hS hev hA)).1
  change Xᵀ * (S + A) + (S + A)ᵀ * Xᵀ = X * (S + A) + (S + A)ᵀ * X
  -- the transposed equation is the same equation for `Xᵀ`
  have h := congrArg Matrix.transpose hX
  rw [Matrix.transpose_add, Matrix.transpose_mul, Matrix.transpose_mul,
    Matrix.transpose_transpose, hY] at h
  rw [hX, add_comm]
  exact h

end UltrasoftConstraintIteration
```

```lean
#print axioms UltrasoftConstraintIteration.iteration_converges
-- 'UltrasoftConstraintIteration.iteration_converges' depends on axioms: [propext, Classical.choice, Quot.sound]
#print axioms UltrasoftConstraintIteration.solution_symmetric
-- 'UltrasoftConstraintIteration.solution_symmetric' depends on axioms: [propext, Classical.choice, Quot.sound]
```
